# Two sites of a d-dimensional grid with n points per axis are at most d(n − 1) steps apart

On a finite grid with `d` axes and `n` points along each, the Manhattan distance between two sites is the sum over the axes of the absolute differences of their coordinates. The differences are taken directly, with no periodic wrap-around. The theorem states that this distance is at most d(n − 1), as an inequality between integers. The proof bounds each axis's contribution by n − 1, sums these bounds over the axes, and then has to show that the sum of the constant n − 1 over `d` axes equals d(n − 1).

In Lean, a first try:

```lean
import Mathlib

open Finset

namespace GridBandwidth

/-- A site of the `d`-dimensional grid with `n` points along each axis. -/
abbrev Site (d n : ℕ) := Fin d → Fin n

/-- The Manhattan distance between two sites. -/
def gridDist {d n : ℕ} (x y : Site d n) : ℕ :=
  ∑ i, (((x i : ℕ) : ℤ) - ((y i : ℕ) : ℤ)).natAbs

/-- No two sites are further apart than `d (n - 1)` steps. -/
theorem gridDist_le {d n : ℕ} (x y : Site d n) :
    (gridDist x y : ℤ) ≤ (d : ℤ) * ((n : ℤ) - 1) := by
  unfold gridDist
  rw [Nat.cast_sum]
  calc _ ≤ ∑ _i : Fin d, ((n : ℤ) - 1) := Finset.sum_le_sum fun i _ => by
        have hx := (x i).isLt
        have hy := (y i).isLt
        omega
    _ = _ := by simp

end GridBandwidth
```

Compiling this gives:

```
Main.lean:23:13: error: unsolved goals
d n : ℕ
x y : Site d n
⊢ ↑d * ↑n - ↑d = ↑d * (↑n - 1)
```

Diagnosis. The error is in the last step of the `calc` block, where the constant sum is evaluated. The bound itself draws no complaint. The remaining goal, `↑d * ↑n - ↑d = ↑d * (↑n - 1)`, is true by distributivity, but `simp` stops there. It has split the sum of `n - 1` into a sum of `n` minus a sum of `1` and evaluated each part, so the left side comes out multiplied out. The right side stays factored, since `simp` does not by default distribute a product over a subtraction, and the two sides never meet.

The repair replaces `simp` with a fixed chain of rewrites that keeps `n - 1` whole. `Finset.sum_const` turns the sum into the number of axes acting on `n - 1` by repeated addition. `Finset.card_univ` and `Fintype.card_fin` identify that number as `d`, and `nsmul_eq_mul` turns the repeated addition into the product `↑d * (↑n - 1)`. This is exactly the right side, so `rw` closes the goal by reflexivity.

The mended proof, as a diff:

```diff
@@ -21,5 +21,5 @@
         have hy := (y i).isLt
         omega
-    _ = _ := by simp
+    _ = _ := by rw [Finset.sum_const, Finset.card_univ, Fintype.card_fin, nsmul_eq_mul]
 
 end GridBandwidth
```
